# Bounding the probability density of a normalised orbital in a one-dimensional box by the integral of its squared derivative

A single complex orbital φ on the interval [a, b] is continuously differentiable, vanishes at both ends and is normalised, so that ∫|φ|² = 1. The theorem `orbital_bound` states that, for every real t and every point x of the box, 2t|φ(x)|² ≤ t² + ∫|φ′|², where the last integral runs over the whole box and is twice the kinetic energy in atomic units. The attempt writes |φ(x)|² as the integral of the density's slope from either wall and bounds the slope pointwise by completing a square. It then adds the two bounds and uses normalisation to turn the integral of t²|φ|² into t².

An attempt in Lean 4 with a fault in it:

```lean
import Mathlib

open Set MeasureTheory

namespace DensityKineticBound

noncomputable section

variable {ι : Type*} [Fintype ι] {a b : ℝ}

/-- A normalised, continuously differentiable complex orbital `φ` on `[a, b]` with derivative `φ'`,
vanishing at both ends. -/
structure IsBoxOrbital (a b : ℝ) (φ φ' : ℝ → ℂ) : Prop where
  cont : ContinuousOn φ (Icc a b)
  deriv : ∀ x ∈ Ioo a b, HasDerivAt φ (φ' x) x
  cont_deriv : ContinuousOn φ' (Icc a b)
  left : φ a = 0
  right : φ b = 0
  normalised : ∫ x in a..b, ‖φ x‖ ^ 2 = 1

/-- For one orbital and any real `t`, the probability density at a point of the box obeys `2 t
|φ(x)|² ≤ t² + ∫ |φ'|²`. -/
theorem orbital_bound {φ φ' : ℝ → ℂ} (h : IsBoxOrbital a b φ φ') (t : ℝ) {x : ℝ}
    (hx : x ∈ Icc a b) :
    2 * t * ‖φ x‖ ^ 2 ≤ t ^ 2 + ∫ y in a..b, ‖φ' y‖ ^ 2 := by
  obtain ⟨hax, hxb⟩ := hx
  have hab : a ≤ b := hax.trans hxb
  have s1 : Icc a x ⊆ Icc a b := Icc_subset_Icc le_rfl hxb
  have s2 : Icc x b ⊆ Icc a b := Icc_subset_Icc hax le_rfl
  have hin : ContinuousOn (fun y => inner ℝ (φ y) (φ' y)) (Icc a b) := by
    first
      | exact h.cont.inner ℝ h.cont_deriv
      | exact h.cont.inner h.cont_deriv
  have hg : ContinuousOn (fun y => 2 * inner ℝ (φ y) (φ' y)) (Icc a b) :=
    continuousOn_const.mul hin
  have hn : ContinuousOn (fun y => ‖φ y‖ ^ 2) (Icc a b) := h.cont.norm.pow 2
  have hn' : ContinuousOn (fun y => ‖φ' y‖ ^ 2) (Icc a b) := h.cont_deriv.norm.pow 2
  have hw : ContinuousOn (fun y => t ^ 2 * ‖φ y‖ ^ 2 + ‖φ' y‖ ^ 2) (Icc a b) :=
    (continuousOn_const.mul hn).add hn'
  -- the density at `x` is reached by integrating its slope from either wall
  have e1 : ∫ y in a..x, 2 * inner ℝ (φ y) (φ' y) = ‖φ x‖ ^ 2 - ‖φ a‖ ^ 2 :=
    intervalIntegral.integral_eq_sub_of_hasDerivAt_of_le (f := fun y => ‖φ y‖ ^ 2) hax
      (hn.mono s1) (fun y hy => (h.deriv y ⟨hy.1, hy.2.trans_le hxb⟩).norm_sq)
      ((hg.mono s1).intervalIntegrable_of_Icc hax)
  have e2 : ∫ y in x..b, 2 * inner ℝ (φ y) (φ' y) = ‖φ b‖ ^ 2 - ‖φ x‖ ^ 2 :=
    intervalIntegral.integral_eq_sub_of_hasDerivAt_of_le (f := fun y => ‖φ y‖ ^ 2) hxb
      (hn.mono s2) (fun y hy => (h.deriv y ⟨hax.trans_lt hy.1, hy.2⟩).norm_sq)
      ((hg.mono s2).intervalIntegrable_of_Icc hxb)
  -- completing the square bounds the slope pointwise, for either sign of `s`
  have p : ∀ s y : ℝ, s * (2 * inner ℝ (φ y) (φ' y)) ≤ s ^ 2 * ‖φ y‖ ^ 2 + ‖φ' y‖ ^ 2 := by
    intro s y
    have h0 := sq_nonneg ‖s • φ y - φ' y‖
    rw [norm_sub_sq_real, norm_smul, mul_pow, Real.norm_eq_abs, sq_abs,
      real_inner_smul_left] at h0
    linarith
  have w1 := (hw.mono s1).intervalIntegrable_of_Icc (μ := volume) hax
  have w2 := (hw.mono s2).intervalIntegrable_of_Icc (μ := volume) hxb
  have m1 : ∫ y in a..x, t * (2 * inner ℝ (φ y) (φ' y)) ≤
      ∫ y in a..x, (t ^ 2 * ‖φ y‖ ^ 2 + ‖φ' y‖ ^ 2) :=
    intervalIntegral.integral_mono_on hax
      ((continuousOn_const.mul (hg.mono s1)).intervalIntegrable_of_Icc hax) w1
      (fun y _ => p t y)
  have m2 : ∫ y in x..b, (-t) * (2 * inner ℝ (φ y) (φ' y)) ≤
      ∫ y in x..b, (t ^ 2 * ‖φ y‖ ^ 2 + ‖φ' y‖ ^ 2) :=
    intervalIntegral.integral_mono_on hxb
      ((continuousOn_const.mul (hg.mono s2)).intervalIntegrable_of_Icc hxb) w2
      (fun y _ => by have := p (-t) y; rwa [neg_sq] at this)
  rw [intervalIntegral.integral_const_mul, e1, h.left, norm_zero] at m1
  rw [intervalIntegral.integral_const_mul, e2, h.right, norm_zero] at m2
  have hsplit := intervalIntegral.integral_add_adjacent_intervals w1 w2
  have htot : ∫ y in a..b, (t ^ 2 * ‖φ y‖ ^ 2 + ‖φ' y‖ ^ 2) =
      t ^ 2 + ∫ y in a..b, ‖φ' y‖ ^ 2 := by
    rw [intervalIntegral.integral_add
      ((continuousOn_const.mul hn).intervalIntegrable_of_Icc hab)
      (hn'.intervalIntegrable_of_Icc hab), intervalIntegral.integral_const_mul,
      h.normalised, mul_one]
  linarith

end

end DensityKineticBound
```

Compiling this gives:

```
Main.lean:73:8: error: Tactic `rewrite` failed: Did not find an occurrence of the pattern
  ∫ (x : ℝ) in a..b, ((fun x => ?m.1350) * fun y => ‖φ y‖ ^ 2) x + ‖φ' x‖ ^ 2 ∂?m.1369
in the target expression
  ∫ (y : ℝ) in a..b, t ^ 2 * ‖φ y‖ ^ 2 + ‖φ' y‖ ^ 2 = t ^ 2 + ∫ (y : ℝ) in a..b, ‖φ' y‖ ^ 2

a b : ℝ
φ φ' : ℝ → ℂ
h : IsBoxOrbital a b φ φ'
t x : ℝ
hax : a ≤ x
hxb : x ≤ b
hab : a ≤ b
s1 : Icc a x ⊆ Icc a b
s2 : Icc x b ⊆ Icc a b
hin : ContinuousOn (fun y => inner ℝ (φ y) (φ' y)) (Icc a b)
hg : ContinuousOn (fun y => 2 * inner ℝ (φ y) (φ' y)) (Icc a b)
hn : ContinuousOn (fun y => ‖φ y‖ ^ 2) (Icc a b)
hn' : ContinuousOn (fun y => ‖φ' y‖ ^ 2) (Icc a b)
hw : ContinuousOn (fun y => t ^ 2 * ‖φ y‖ ^ 2 + ‖φ' y‖ ^ 2) (Icc a b)
e1 : ∫ (y : ℝ) in a..x, 2 * inner ℝ (φ y) (φ' y) = ‖φ x‖ ^ 2 - ‖φ a‖ ^ 2
e2 : ∫ (y : ℝ) in x..b, 2 * inner ℝ (φ y) (φ' y) = ‖φ b‖ ^ 2 - ‖φ x‖ ^ 2
p : ∀ (s y : ℝ), s * (2 * inner ℝ (φ y) (φ' y)) ≤ s ^ 2 * ‖φ y‖ ^ 2 + ‖φ' y‖ ^ 2
w1 : IntervalIntegrable (fun y => t ^ 2 * ‖φ y‖ ^ 2 + ‖φ' y‖ ^ 2) volume a x
w2 : IntervalIntegrable (fun y => t ^ 2 * ‖φ y‖ ^ 2 + ‖φ' y‖ ^ 2) volume x b
m1 : t * (‖φ x‖ ^ 2 - 0 ^ 2) ≤ ∫ (y : ℝ) in a..x, t ^ 2 * ‖φ y‖ ^ 2 + ‖φ' y‖ ^ 2
m2 : -t * (0 ^ 2 - ‖φ x‖ ^ 2) ≤ ∫ (y : ℝ) in x..b, t ^ 2 * ‖φ y‖ ^ 2 + ‖φ' y‖ ^ 2
hsplit :
  (∫ (x : ℝ) in a..x, t ^ 2 * ‖φ x‖ ^ 2 + ‖φ' x‖ ^ 2) + ∫ (x : ℝ) in x..b, t ^ 2 * ‖φ x‖ ^ 2 + ‖φ' x‖ ^ 2 =
    ∫ (x : ℝ) in a..b, t ^ 2 * ‖φ x‖ ^ 2 + ‖φ' x‖ ^ 2
⊢ ∫ (y : ℝ) in a..b, t ^ 2 * ‖φ y‖ ^ 2 + ‖φ' y‖ ^ 2 = t ^ 2 + ∫ (y : ℝ) in a..b, ‖φ' y‖ ^ 2
```

Diagnosis. The one error is in `htot`, where `rw` is to split the integral of a sum by `intervalIntegral.integral_add`. Lean reports that the lemma's left-hand side does not occur in the goal.

The integrability proofs are passed inline, with no stated type to fix the form of their integrands. From `continuousOn_const.mul hn` Lean therefore reads off a product of two functions, `(fun x => ?m.1350) * fun y => ‖φ y‖ ^ 2`, with the constant still unknown. The pattern has this product applied to `x`, while the goal has the pointwise product `t ^ 2 * ‖φ y‖ ^ 2`. The two agree by definition once the constant is `t ^ 2`, but `rw` does not unfold the multiplication of functions when it looks for its pattern.

The repair states the type of `i1` with the integrand `fun y => t ^ 2 * ‖φ y‖ ^ 2`. The same proof is accepted at that type, and the rewrite now looks for the form the goal contains. Naming `i2` is mere tidying, since its term `‖φ' x‖ ^ 2` already had the right form in the failed pattern.

After these edits no error is left:

```diff
@@ -71,7 +71,9 @@
   have htot : ∫ y in a..b, (t ^ 2 * ‖φ y‖ ^ 2 + ‖φ' y‖ ^ 2) =
       t ^ 2 + ∫ y in a..b, ‖φ' y‖ ^ 2 := by
-    rw [intervalIntegral.integral_add
-      ((continuousOn_const.mul hn).intervalIntegrable_of_Icc hab)
-      (hn'.intervalIntegrable_of_Icc hab), intervalIntegral.integral_const_mul,
+    have i1 : IntervalIntegrable (fun y => t ^ 2 * ‖φ y‖ ^ 2) volume a b :=
+      (continuousOn_const.mul hn).intervalIntegrable_of_Icc hab
+    have i2 : IntervalIntegrable (fun y => ‖φ' y‖ ^ 2) volume a b :=
+      hn'.intervalIntegrable_of_Icc hab
+    rw [intervalIntegral.integral_add i1 i2, intervalIntegral.integral_const_mul,
       h.normalised, mul_one]
   linarith
```
